# A Gibbs–Bogoliubov bound between two classical harmonic crystals

Let \(A\) and \(B\) be positive definite real symmetric \(n\times n\) matrices, the force-constant matrices of two harmonic crystals with \(n\) displacement coordinates. Then

\[
\log\det B-\log\det A\;\le\;\operatorname{tr}(A^{-1}B)-n ,
\]

with equality if and only if \(A=B\).

To read this as thermodynamics, write \(kT>0\) for the thermal energy, treated as a single symbol, and \(\Phi_K(x)=\tfrac12x^{\mathsf T}Kx\) for the potential of a crystal with force constants \(K\). Let \(F(K)\) be its classical configurational free energy and \(\langle\cdot\rangle_A\) the thermal average in crystal \(A\). Then

\[
F(B)\le F(A)+\langle \Phi_B-\Phi_A\rangle_A ,
\]

with the same equality case. The Gibbs–Bogoliubov inequality is usually stated for general potentials; the version proved here is for two harmonic ones.

## Free energy differences and variational fits

For two classical harmonic crystals, a simulation that samples \(A\) and averages \(\Phi_B-\Phi_A\) obtains, up to sampling error, an upper bound on \(F(B)-F(A)\). Sampling \(B\) instead gives a lower bound. The exact difference follows from two determinants, so the pair can serve as a check on a free energy perturbation or thermodynamic integration code.

The equality case tests a variational fit. Suppose a classical code minimises \(F(A)+\langle \Phi-\Phi_A\rangle_A\) over all positive definite \(A\). If the target \(\Phi\) is itself harmonic, with matrix \(B\) and the same equilibrium positions, the only minimiser is \(A=B\), and the fit should return its input.

## From relative stiffnesses to the bound

**Common modes.** Diagonalise \(A=U\operatorname{diag}(a)U^{\mathsf T}\) with \(U\) orthogonal and all \(a_i>0\), and set \(R=U\operatorname{diag}(\sqrt{a_i})\), so that \(A=RR^{\mathsf T}\). The matrix \(M=R^{-1}BR^{-\mathsf T}\) is symmetric. For \(x\ne0\), the vector \(y=R^{-\mathsf T}x\) is nonzero and \(x^{\mathsf T}Mx=y^{\mathsf T}By>0\), so \(M\) is positive definite. Hence \(M=V\operatorname{diag}(w)V^{\mathsf T}\) with \(V\) orthogonal and all \(w_i>0\). With \(S=RV\),

\[
A=SS^{\mathsf T},\qquad B=S\operatorname{diag}(w)S^{\mathsf T}.
\]

In the coordinates \(q=S^{\mathsf T}x\) the two potentials are \(\tfrac12\sum_i q_i^2\) and \(\tfrac12\sum_i w_iq_i^2\). These coordinates are the common modes meant here, and the \(w_i\) are the stiffnesses of \(B\) relative to \(A\). No masses enter, so they are in general not the vibrational normal modes of either crystal. The columns of \(S\) are in general not orthogonal.

**Determinants and trace.** Since \(\det A=(\det S)^2\) and \(\det B=(\det S)^2\prod_i w_i\),

\[
\log\det B-\log\det A=\sum_i\log w_i .
\]

Also \(A^{-1}B=S^{-\mathsf T}S^{-1}S\operatorname{diag}(w)S^{\mathsf T}=S^{-\mathsf T}\operatorname{diag}(w)S^{\mathsf T}\), so cyclicity gives \(\operatorname{tr}(A^{-1}B)=\sum_i w_i\).

**One mode at a time.** The function \(f(w)=w-1-\log w\) has derivative \(1-1/w\), so on \(w>0\) it has its only minimum at \(w=1\), where it vanishes. Thus \(\log w_i\le w_i-1\), strictly unless \(w_i=1\). Summing over \(i\) gives the bound. Equality of the sums forces every \(w_i=1\), hence \(B=SS^{\mathsf T}=A\). Conversely, if \(A=B\), both sides are zero.

**Thermodynamic form.** The Gaussian configuration integral is

\[
\int e^{-\Phi_K(x)/kT}\,dx=(2\pi kT)^{n/2}(\det K)^{-1/2},
\]

and minus \(kT\) times its logarithm is

\[
F(K)=\frac{kT}{2}\bigl(\log\det K-n\log(2\pi kT)\bigr).
\]

The displacement covariance in crystal \(A\) is \(kT\,A^{-1}\), so \(\langle\Phi_K\rangle_A=\tfrac12\operatorname{tr}(K\,kT\,A^{-1})=\tfrac{kT}{2}\operatorname{tr}(A^{-1}K)\). In particular \(\langle\Phi_A\rangle_A=n\,kT/2\). Multiplying the matrix bound by \(kT/2\) therefore gives the free energy bound. Exchanging \(A\) and \(B\) and rearranging gives the other side:

\[
\langle\Phi_B-\Phi_A\rangle_B\le F(B)-F(A)\le\langle\Phi_B-\Phi_A\rangle_A .
\]

**Einstein reference.** For \(n\ge1\), take \(A=c\,1\) with \(c=\operatorname{tr}B/n>0\). Then \(\log\det A=n\log c\) and \(\operatorname{tr}(A^{-1}B)=\operatorname{tr}B/c=n\), so \(\log\det B\le n\log c\), with equality only for \(B=c\,1\).

## Two coordinates, and why sorted eigenvalues fail

In a common stiffness unit, take

\[
A=\begin{pmatrix}1&0\\0&4\end{pmatrix},\qquad
B=\begin{pmatrix}2&1\\1&2\end{pmatrix}.
\]

Here \(\det A=4\), \(\det B=3\) and \(\operatorname{tr}(A^{-1}B)=2+\tfrac12=\tfrac52\). The bound reads \(\log\tfrac34\approx-0.288\le0.5\). In the other direction \(\operatorname{tr}(B^{-1}A)=\tfrac{10}{3}\), which gives the lower bound \(2-\tfrac{10}{3}\approx-1.333\). Multiplied by \(kT/2\), these become

\[
-0.667\,kT\le F(B)-F(A)\approx-0.144\,kT\le0.25\,kT .
\]

A tempting error is to diagonalise the two crystals separately, sort the eigenvalues and use their ratios as the \(w_i\). Here the ratios are \(1\) and \(\tfrac34\). Their product is right, so the log-determinant difference is right, but their sum is \(1.75\) instead of \(2.5\). The correct \(w_i\) are the eigenvalues of \(A^{-1}B\), about \(2.151\) and \(0.349\). The error also spoils the equality case: \(\operatorname{diag}(1,4)\) and \(\operatorname{diag}(4,1)\) have the same sorted eigenvalues but are different matrices, so they give different potentials in the same coordinates.

## The Lean file

```lean
import Mathlib

open Matrix

namespace HarmonicGibbsBogoliubov

noncomputable section

variable {n : Type*} [Fintype n] [DecidableEq n]

/-- Classical configurational free energy of a harmonic crystal with positive definite
force-constant matrix `K` at thermal energy `kT > 0`. -/
def freeEnergy (kT : ℝ) (K : Matrix n n ℝ) : ℝ :=
  kT / 2 * (Real.log K.det - Fintype.card n * Real.log (2 * Real.pi * kT))

/-- Thermal average of the potential `xᵀ K x / 2` when the displacements have the covariance
`kT A⁻¹` of the harmonic crystal `A`, for positive definite `A`. -/
def meanEnergy (kT : ℝ) (A K : Matrix n n ℝ) : ℝ :=
  (K * (kT • A⁻¹)).trace / 2

/-- A positive definite real matrix `K` is diagonalised by an orthogonal matrix `U`, with positive
eigenvalues `w`. -/
theorem normal_modes {K : Matrix n n ℝ} (hK : K.PosDef) :
    ∃ (U : Matrix n n ℝ) (w : n → ℝ),
      (∀ i, 0 < w i) ∧ U * Uᵀ = 1 ∧ K = U * diagonal w * Uᵀ := by
  refine ⟨(hK.isHermitian.eigenvectorUnitary : Matrix n n ℝ), hK.isHermitian.eigenvalues,
    hK.eigenvalues_pos, ?_, ?_⟩
  · have h := Matrix.mem_unitaryGroup_iff.1 hK.isHermitian.eigenvectorUnitary.2
    rwa [star_eq_conjTranspose, conjTranspose_eq_transpose_of_trivial] at h
  · have h := hK.isHermitian.spectral_theorem
    rw [Unitary.conjStarAlgAut_apply, star_eq_conjTranspose,
      conjTranspose_eq_transpose_of_trivial] at h
    exact h

/-- If `S Sᵀ` is positive definite, the square matrix `S` has an invertible determinant. -/
theorem isUnit_det_modes {S : Matrix n n ℝ} (h : (S * Sᵀ).PosDef) : IsUnit S.det := by
  rw [isUnit_iff_ne_zero]
  intro h0
  have hp := h.det_pos
  rw [det_mul, h0, zero_mul] at hp
  exact lt_irrefl _ hp

/-- Two positive definite matrices are diagonalised together by one congruence: `A = S Sᵀ` and `B =
S diagonal(w) Sᵀ`, with all relative stiffnesses `w i` positive. -/
theorem relative_modes {A B : Matrix n n ℝ} (hA : A.PosDef) (hB : B.PosDef) :
    ∃ (S : Matrix n n ℝ) (w : n → ℝ),
      (∀ i, 0 < w i) ∧ A = S * Sᵀ ∧ B = S * diagonal w * Sᵀ := by
  -- a square-root factor of the reference crystal
  obtain ⟨T, hT⟩ : ∃ T : Matrix n n ℝ, A = T * Tᵀ := by
    obtain ⟨U, a, ha, -, hU⟩ := normal_modes hA
    have hd : diagonal (fun i => Real.sqrt (a i)) * diagonal (fun i => Real.sqrt (a i))
        = diagonal a := by
      rw [diagonal_mul_diagonal]
      congr 1
      funext i
      exact Real.mul_self_sqrt (ha i).le
    refine ⟨U * diagonal (fun i => Real.sqrt (a i)), ?_⟩
    rw [hU, ← hd, transpose_mul, diagonal_transpose]
    simp only [Matrix.mul_assoc]
  have hdet : IsUnit T.det := isUnit_det_modes (by rw [← hT]; exact hA)
  have h1 : T * T⁻¹ = 1 := mul_nonsing_inv T hdet
  have h2 : (T⁻¹)ᵀ * Tᵀ = 1 := by rw [← transpose_mul, h1, transpose_one]
  have h3 : Tᵀ * (T⁻¹)ᵀ = 1 := mul_eq_one_comm.mp h2
  have hBt : Bᵀ = B := by
    have h := hB.isHermitian.eq
    rwa [conjTranspose_eq_transpose_of_trivial] at h
  -- the second crystal in the scaled coordinates of the first
  have hM : (T⁻¹ * B * (T⁻¹)ᵀ).PosDef := by
    rw [posDef_iff_dotProduct_mulVec]
    refine ⟨?_, fun x hx => ?_⟩
    · rw [Matrix.IsHermitian, conjTranspose_eq_transpose_of_trivial, transpose_mul,
        transpose_mul, transpose_transpose, hBt, Matrix.mul_assoc]
    · have hy : (T⁻¹)ᵀ *ᵥ x ≠ 0 := by
        intro hy
        apply hx
        calc x = (Tᵀ * (T⁻¹)ᵀ) *ᵥ x := by rw [h3, one_mulVec]
          _ = 0 := by rw [← mulVec_mulVec, hy, mulVec_zero]
      have h := hB.dotProduct_mulVec_pos hy
      rw [star_trivial] at h ⊢
      rw [← mulVec_mulVec, ← mulVec_mulVec, dotProduct_mulVec, ← mulVec_transpose]
      exact h
  obtain ⟨V, w, hw, hV, hM'⟩ := normal_modes hM
  refine ⟨T * V, w, hw, ?_, ?_⟩
  · calc A = T * Tᵀ := hT
      _ = T * (V * Vᵀ) * Tᵀ := by rw [hV, Matrix.mul_one]
      _ = T * V * (T * V)ᵀ := by rw [transpose_mul]; simp only [Matrix.mul_assoc]
  · calc B = (T * T⁻¹) * B * ((T⁻¹)ᵀ * Tᵀ) := by
          rw [h1, h2, Matrix.one_mul, Matrix.mul_one]
      _ = T * (T⁻¹ * B * (T⁻¹)ᵀ) * Tᵀ := by simp only [Matrix.mul_assoc]
      _ = T * (V * diagonal w * Vᵀ) * Tᵀ := by rw [hM']
      _ = T * V * diagonal w * (T * V)ᵀ := by
          rw [transpose_mul]; simp only [Matrix.mul_assoc]

/-- Write `A = S Sᵀ` and `B = S diagonal(w) Sᵀ`, with `S` invertible and all `w i` positive. Then
`log det B - log det A` is the sum of the `log (w i)`, and the trace of `A⁻¹ B` is the sum of the `w
i`. -/
theorem relative_mode_sums {S : Matrix n n ℝ} {w : n → ℝ} (hS : IsUnit S.det)
    (hw : ∀ i, 0 < w i) :
    Real.log (S * diagonal w * Sᵀ).det - Real.log (S * Sᵀ).det = ∑ i, Real.log (w i) ∧
      ((S * Sᵀ)⁻¹ * (S * diagonal w * Sᵀ)).trace = ∑ i, w i := by
  constructor
  · have hs : S.det ≠ 0 := hS.ne_zero
    have hp : (∏ i, w i) ≠ 0 := (Finset.prod_pos fun i _ => hw i).ne'
    have hl : Real.log (∏ i, w i) = ∑ i, Real.log (w i) := by
      apply Real.log_prod
      intro i _
      exact (hw i).ne'
    rw [det_mul, det_mul, det_mul, det_transpose, det_diagonal,
      Real.log_mul (mul_ne_zero hs hp) hs, Real.log_mul hs hp, Real.log_mul hs hs, hl]
    ring
  · have hSt : IsUnit (Sᵀ).det := by rwa [det_transpose]
    calc ((S * Sᵀ)⁻¹ * (S * diagonal w * Sᵀ)).trace
        = ((Sᵀ)⁻¹ * ((S⁻¹ * S) * (diagonal w * Sᵀ))).trace := by
          rw [Matrix.mul_inv_rev]; simp only [Matrix.mul_assoc]
      _ = ∑ i, w i := by
          rw [nonsing_inv_mul S hS, Matrix.one_mul, trace_mul_comm, Matrix.mul_assoc,
            mul_nonsing_inv _ hSt, Matrix.mul_one, trace_diagonal]

/-- For positive definite force-constant matrices, `log det B - log det A` is at most
`tr (A⁻¹ B) - n`, with equality exactly when the two matrices coincide. -/
theorem logdet_bound {A B : Matrix n n ℝ} (hA : A.PosDef) (hB : B.PosDef) :
    Real.log B.det - Real.log A.det ≤ (A⁻¹ * B).trace - Fintype.card n ∧
      (Real.log B.det - Real.log A.det = (A⁻¹ * B).trace - Fintype.card n ↔ A = B) := by
  obtain ⟨S, w, hw, hSA, hSB⟩ := relative_modes hA hB
  have hS : IsUnit S.det := isUnit_det_modes (by rw [← hSA]; exact hA)
  obtain ⟨h1, h2⟩ := relative_mode_sums hS hw
  rw [← hSA, ← hSB] at h1 h2
  have hle : ∀ i ∈ Finset.univ, Real.log (w i) ≤ w i - 1 :=
    fun i _ => Real.log_le_sub_one_of_pos (hw i)
  have hsum : ∑ i, (w i - 1) = ∑ i, w i - Fintype.card n := by
    simp [Finset.sum_sub_distrib]
  refine ⟨?_, ?_, ?_⟩
  · rw [h1, h2, ← hsum]
    exact Finset.sum_le_sum hle
  · intro h
    rw [h1, h2, ← hsum] at h
    -- equality of the sums forces every relative stiffness to be one
    have hone : w = fun _ => 1 := by
      funext i
      by_contra hi
      have he := (Finset.sum_eq_sum_iff_of_le hle).1 h i (Finset.mem_univ i)
      exact (Real.log_lt_sub_one_of_pos (hw i) hi).ne he
    rw [hSB, hone, diagonal_one, Matrix.mul_one]
    exact hSA
  · intro h
    rw [← h, nonsing_inv_mul A (isUnit_iff_ne_zero.2 hA.det_pos.ne'), trace_one]
    ring

/-- Gibbs-Bogoliubov inequality for two classical harmonic crystals with positive definite
force-constant matrices `A` and `B`: the free energy of `B` is at most that of `A` plus the mean
potential difference in the ensemble of `A`, with equality exactly when `A = B`. -/
theorem gibbs_bogoliubov {kT : ℝ} (hT : 0 < kT) {A B : Matrix n n ℝ}
    (hA : A.PosDef) (hB : B.PosDef) :
    freeEnergy kT B ≤ freeEnergy kT A + (meanEnergy kT A B - meanEnergy kT A A) ∧
      (freeEnergy kT B = freeEnergy kT A + (meanEnergy kT A B - meanEnergy kT A A)
        ↔ A = B) := by
  have hm : ∀ K : Matrix n n ℝ, meanEnergy kT A K = kT / 2 * (A⁻¹ * K).trace := by
    intro K
    rw [meanEnergy, Matrix.mul_smul, trace_smul, trace_mul_comm, smul_eq_mul]
    ring
  have hAA : (A⁻¹ * A).trace = Fintype.card n := by
    rw [nonsing_inv_mul A (isUnit_iff_ne_zero.2 hA.det_pos.ne'), trace_one]
  obtain ⟨h1, h2⟩ := logdet_bound hA hB
  have hk : 0 < kT / 2 := by positivity
  rw [hm, hm, hAA, ← h2]
  unfold freeEnergy
  refine ⟨?_, fun e => ?_, fun e => ?_⟩
  · have h := mul_le_mul_of_nonneg_left h1 hk.le
    linarith
  · apply mul_left_cancel₀ hk.ne'
    linear_combination e
  · linear_combination (kT / 2) * e

/-- The free energy difference of two harmonic crystals lies between the mean potential
differences taken in the ensembles of `B` and of `A`. -/
theorem free_energy_difference_bounds {kT : ℝ} (hT : 0 < kT) {A B : Matrix n n ℝ}
    (hA : A.PosDef) (hB : B.PosDef) :
    meanEnergy kT B B - meanEnergy kT B A ≤ freeEnergy kT B - freeEnergy kT A ∧
      freeEnergy kT B - freeEnergy kT A ≤ meanEnergy kT A B - meanEnergy kT A A := by
  have h1 := (gibbs_bogoliubov hT hA hB).1
  have h2 := (gibbs_bogoliubov hT hB hA).1
  constructor <;> linarith

/-- The log-determinant of a crystal is at most that of the isotropic Einstein crystal with the
same mean stiffness, with equality exactly when the crystal is that Einstein crystal. -/
theorem einstein_bound [Nonempty n] {B : Matrix n n ℝ} (hB : B.PosDef) :
    Real.log B.det ≤ Fintype.card n * Real.log (B.trace / Fintype.card n) ∧
      (Real.log B.det = Fintype.card n * Real.log (B.trace / Fintype.card n) ↔
        B = (B.trace / Fintype.card n) • (1 : Matrix n n ℝ)) := by
  have hn : (0 : ℝ) < Fintype.card n := by exact_mod_cast Fintype.card_pos
  obtain ⟨c, hcd⟩ : ∃ c : ℝ, c = B.trace / Fintype.card n := ⟨_, rfl⟩
  have hc : 0 < c := by rw [hcd]; exact div_pos hB.trace_pos hn
  have htr : B.trace = c * Fintype.card n := by rw [hcd, div_mul_cancel₀ _ hn.ne']
  rw [← hcd]
  have hE : (c • (1 : Matrix n n ℝ)).PosDef := Matrix.PosDef.one.smul hc
  have hinv : (c • (1 : Matrix n n ℝ))⁻¹ = c⁻¹ • (1 : Matrix n n ℝ) := by
    apply inv_eq_right_inv
    rw [smul_mul_smul_comm, mul_inv_cancel₀ hc.ne', Matrix.one_mul, one_smul]
  -- the Einstein crystal serves as the reference
  have h := logdet_bound hE hB
  rw [det_smul, det_one, mul_one, Real.log_pow, hinv, Matrix.smul_mul, Matrix.one_mul,
    trace_smul, smul_eq_mul, htr, inv_mul_cancel_left₀ hc.ne', sub_self] at h
  exact ⟨sub_nonpos.1 h.1, sub_eq_zero.symm.trans (h.2.trans eq_comm)⟩

end

end HarmonicGibbsBogoliubov
```

```lean
#print axioms HarmonicGibbsBogoliubov.gibbs_bogoliubov
-- 'HarmonicGibbsBogoliubov.gibbs_bogoliubov' depends on axioms: [propext, Classical.choice, Quot.sound]
#print axioms HarmonicGibbsBogoliubov.free_energy_difference_bounds
-- 'HarmonicGibbsBogoliubov.free_energy_difference_bounds' depends on axioms: [propext, Classical.choice, Quot.sound]
#print axioms HarmonicGibbsBogoliubov.einstein_bound
-- 'HarmonicGibbsBogoliubov.einstein_bound' depends on axioms: [propext, Classical.choice, Quot.sound]
```

## Scope of the theorems and the route of the proof

**Matrices and definitions.** In the code `n` is a finite index type for the displacement coordinates, and their number is `Fintype.card n`; for \(N\) atoms free to move in three dimensions it is \(3N\). The hypothesis `A.PosDef` includes symmetry. Physically, it says that every nonzero displacement costs energy. A periodic crystal with free translations has zero modes and does not satisfy it until they are removed, for instance by restricting both matrices to the same complement of the translations. In three dimensions this leaves \(3N-3\) coordinates, and that number then takes the place of \(n\).

`freeEnergy` and `meanEnergy` are definitions that contain the closed formulas above. The Gaussian integral and the covariance that lead to them are part of the derivation by hand, not of the file. Both potentials have their minimum at zero displacement with zero energy, so a shift of equilibrium positions or a static energy difference would need extra terms. Kinetic energy and quantum statistics are absent. The value of \(F\) depends on the length unit of the configuration integral, but differences at fixed \(n\) and \(kT\) do not.

**What is stated.** `logdet_bound` joins the inequality to an equivalence between equality and `A = B`. `gibbs_bogoliubov` does the same for the free energies, under the further hypothesis `0 < kT`. `free_energy_difference_bounds` gives the two-sided estimate under the same hypotheses, and `einstein_bound` the comparison with the mean stiffness for positive definite `B`; its `[Nonempty n]` requires at least one coordinate. These are statements about exact real numbers: they bound neither rounding error in a computed determinant nor statistical error in a sampled average.

**How the proof runs.** `normal_modes` takes the orthogonal diagonalisation from Mathlib's spectral theorem. Despite the name, it gives eigenvectors of the force-constant matrix, which for unequal masses are in general not the vibrational normal modes. `relative_modes` uses it twice: first to build the factor \(R\), called `T` in the code, and then to diagonalise \(M\), whose positive definiteness is the step `hM`. `isUnit_det_modes` shows that \(\det S\neq0\), since otherwise \(\det(SS^{\mathsf T})\) would vanish. With that, `relative_mode_sums` computes the sum of logarithms and the trace.

In `logdet_bound`, `Finset.sum_le_sum` adds the scalar inequalities. For the equality case, `Finset.sum_eq_sum_iff_of_le` turns equality of the sums into equality for each mode, and the strict inequality `Real.log_lt_sub_one_of_pos` then forces `w i` to be one.

In `gibbs_bogoliubov`, the step `hm` rewrites the mean energy as \(\tfrac{kT}{2}\operatorname{tr}(A^{-1}K)\). The inequality is then multiplied by the positive number `kT / 2`, and cancelling that factor carries the equality case across. The two-sided estimate applies this theorem in both orders, and `einstein_bound` applies `logdet_bound` with `c • 1` as the reference crystal.
